# Bounds on the Charge-Transfer Energy Error Caused by Wrong Hardness in a Quadratic Model

Suppose a pseudopotential reproduces the electronegativities of a set of atoms but makes the atoms too hard. If the resulting error in the charge-transfer energy is estimated at the charges that minimize the energy for the correct hardness, it can come out too large, because the charges readjust to the wrong hardness. In the two-atom example below this estimate is twice the true error. Using the readjusted charges instead gives an estimate from below, and the two together enclose the error.

## Two minimizers, two trial charges

Let q be the vector of atomic charges, with a positive entry for a loss of electrons. Let x be the vector of electronegativities and A the hardness matrix, which is real, symmetric and positive definite. Its diagonal describes the resistance of each atom to charging, its off-diagonal part the interaction between charges. The model energy is

E_A(q) = x·q + q·Aq/2.

Let B be a second hardness matrix, with the same x. Let a minimize E_A and b minimize E_B among all charges of total Q. The claim is

b·(B−A)b/2 ≤ E_B(b) − E_A(a) ≤ a·(B−A)a/2.

At fixed charges the electronegativity terms cancel:

E_B(q) − E_A(q) = q·(B−A)q/2.

Since a is an admissible trial charge for B, E_B(b) ≤ E_B(a). Subtracting E_A(a) gives the upper bound. Since b is admissible for A, E_A(a) ≤ E_A(b), and this gives the lower bound.

Define the stabilization as S_A = E_A(0) − E_A(a), and S_B likewise. Both energies vanish at q = 0, so

S_A − S_B = E_B(b) − E_A(a) ≥ b·(B−A)b/2.

If B−A has a nonnegative quadratic form, then S_B ≤ S_A: overestimated hardness cannot strengthen the stabilization.

## Equalization, existence and strict weakening

For a displacement d, symmetry gives a·Ad = d·Aa, and therefore

E_A(a+d) = E_A(a) + d·(x+Aa) + d·Ad/2.

The entries of x+Aa are the chemical potentials, here derivatives with respect to charge, not electron number. If they all equal μ and d has total charge zero, the linear term is μ Σd_i = 0. The excess energy is then d·Ad/2, which is positive unless d = 0. So a is the unique minimizer.

Conversely, let a be a minimizer. Transfer charge t from atom j to atom i, so that the displacement is td with d = e_i − e_j, where e_i is a unit charge on atom i. With s the difference of the two chemical potentials and c = d·Ad ≥ 0, minimality says

0 ≤ ts + t²c/2 for every real t.

Choose t = −s/(c+1). Then s = −t(c+1), and the right-hand side becomes −t²(1+c/2). Hence t = 0 and s = 0: the chemical potentials are equal.

For existence on at least one atom, note that Ad = 0 would give d·Ad = 0, so d = 0 and A is invertible. Solve Au = (1,…,1) and Av = x. Then Σu_i = u·Au > 0, and we may set

μ = (Q + Σv_i)/Σu_i, a = μu − v.

These charges have total Q, and x+Aa has every entry equal to μ.

Now let B−A be positive definite and let two electronegativities differ. If b were zero, equalization for B would make all electronegativities equal. So b ≠ 0, the lower bound is positive, and S_B < S_A.

## A neutral pair of atoms

Number the atoms 0 and 1 and take Q = 0, so that a = (a₀, −a₀). Put η = A₀₀ + A₁₁ − 2A₀₁, which is positive because it is the quadratic form of A at (1, −1). Equalization reads

x₀ + (A₀₀−A₀₁)a₀ = x₁ + (A₀₁−A₁₁)a₀,

or x₀ − x₁ = −ηa₀. Then

E_A(a) = (x₀−x₁)a₀ + ηa₀²/2 = −ηa₀²/2,

S_A = (x₀−x₁)²/(2η).

For numbers, take x = (2, 0), let A have diagonal entries 2 and off-diagonal entries 1, and let B have diagonal entries 3 and off-diagonal entries 1. Then η is 2 for A and 4 for B, and the minimizers are a = (−1, 1) and b = (−1/2, 1/2). The minimum energies are −1 and −1/2, so the minimum rises by 1/2. Since B−A is the identity, the bounds are

1/4 ≤ 1/2 ≤ 1.

## The energy model in Lean

The finite type `n` labels the atoms.

```lean
import Mathlib

open Matrix

namespace HardnessTransferability

noncomputable section

variable {n : Type*} [Fintype n]
```

Charges and electronegativities are functions `n → ℝ`. In the energy, `⬝ᵥ` is the dot product and `*ᵥ` applies a matrix to a vector.

```lean
/-- Charge-transfer energy `x·q + q·Aq/2` of atomic charges `q`, for electronegativities `x`
and hardness matrix `A`. -/
def energy (x : n → ℝ) (A : Matrix n n ℝ) (q : n → ℝ) : ℝ :=
  x ⬝ᵥ q + (q ⬝ᵥ (A *ᵥ q)) / 2
```

A hardness matrix has two properties: symmetry, and a positive quadratic form on every nonzero displacement.

```lean
/-- A hardness matrix is real, symmetric and positive definite. -/
structure IsHardness (A : Matrix n n ℝ) : Prop where
  symm : A.IsSymm
  pos : ∀ d : n → ℝ, d ≠ 0 → 0 < d ⬝ᵥ (A *ᵥ d)
```

A ground charge is defined as a true constrained minimizer, so equalization remains to be proved. Charges may be any real numbers; no integrality or limit on ionization is imposed.

```lean
/-- The charges `a` minimize the energy among all charges of total charge `Q`. -/
structure IsGroundCharge (x : n → ℝ) (A : Matrix n n ℝ) (Q : ℝ) (a : n → ℝ) : Prop where
  total : ∑ i, a i = Q
  le : ∀ q : n → ℝ, ∑ i, q i = Q → energy x A a ≤ energy x A q
```

The stabilization is measured from uncharged atoms. It is a charge-transfer energy in the usual sense for Q = 0; for other totals the reference state has a different number of electrons.

```lean
/-- Energy of the uncharged atoms minus the energy at charges `a`. -/
def stabilization (x : n → ℝ) (A : Matrix n n ℝ) (a : n → ℝ) : ℝ :=
  energy x A 0 - energy x A a
```

## Expansion and equalization

The first lemma is the expansion in d. Its step `h` is the identity a·Ad = d·Aa, the only place in this proof where symmetry enters.

```lean
/-- For a symmetric matrix `A`, a charge displacement `d` changes the energy by a term linear in
the chemical potentials `x + Aa` and a quadratic hardness term. -/
theorem energy_add (x : n → ℝ) {A : Matrix n n ℝ} (hA : A.IsSymm) (a d : n → ℝ) :
    energy x A (a + d) =
      energy x A a + d ⬝ᵥ (x + A *ᵥ a) + (d ⬝ᵥ (A *ᵥ d)) / 2 := by
  have h : a ⬝ᵥ (A *ᵥ d) = d ⬝ᵥ (A *ᵥ a) := by
    rw [Matrix.dotProduct_mulVec, ← Matrix.mulVec_transpose, hA.eq, dotProduct_comm]
  simp only [energy, Matrix.mulVec_add, dotProduct_add, add_dotProduct]
  rw [h, dotProduct_comm x d]
  ring
```

Next, equal chemical potentials remove the linear term. The proof replaces every potential by that of one chosen atom j, takes it out of the sum, and uses the equal totals of `q` and `a`. A system without atoms is treated separately because it offers no such j.

```lean
/-- For symmetric `A`, if all atoms have the same chemical potential at charges `a`, then any
charges `q` of the same total cost the excess energy `(q-a)·A(q-a)/2`. -/
theorem excess_energy {x : n → ℝ} {A : Matrix n n ℝ} (hA : A.IsSymm) {a q : n → ℝ}
    (h : ∀ i j, x i + (A *ᵥ a) i = x j + (A *ᵥ a) j) (hq : ∑ i, q i = ∑ i, a i) :
    energy x A q = energy x A a + ((q - a) ⬝ᵥ (A *ᵥ (q - a))) / 2 := by
  -- the linear term vanishes because the total charge is unchanged
  have h0 : (q - a) ⬝ᵥ (x + A *ᵥ a) = 0 := by
    rcases isEmpty_or_nonempty n with hn | ⟨⟨j⟩⟩
    · simp [dotProduct]
    · calc (q - a) ⬝ᵥ (x + A *ᵥ a)
          = ∑ i, (q i - a i) * (x j + (A *ᵥ a) j) :=
            Finset.sum_congr rfl fun i _ => by
              rw [← h i j]; rfl
        _ = 0 := by rw [← Finset.sum_mul, Finset.sum_sub_distrib, hq, sub_self, zero_mul]
  have e := energy_add x hA a (q - a)
  rw [add_sub_cancel, h0, add_zero] at e
  exact e
```

The equivalence between minimality and equalization follows. In the forward direction, `d` is the transfer from j to i, `key` is the inequality in t, and `s` and `c` have the meanings given above. The choice of t enters as `s = -t * (c + 1)`, and `nlinarith` concludes that t² = 0. The reverse direction uses the quadratic excess energy.

```lean
/-- Electronegativity equalization: for a hardness matrix, charges of total `Q` minimize the
energy exactly when the chemical potential `x + Aa` is the same on all atoms. -/
theorem ground_iff_equalized {x : n → ℝ} {A : Matrix n n ℝ} (hA : IsHardness A)
    {Q : ℝ} {a : n → ℝ} :
    IsGroundCharge x A Q a ↔
      ∑ i, a i = Q ∧ ∀ i j, x i + (A *ᵥ a) i = x j + (A *ᵥ a) j := by
  classical
  have hnn : ∀ d : n → ℝ, 0 ≤ d ⬝ᵥ (A *ᵥ d) := by
    intro d
    by_cases hd : d = 0
    · simp [hd]
    · exact (hA.pos d hd).le
  constructor
  · intro h
    refine ⟨h.total, fun i j => ?_⟩
    -- transfer a unit charge from atom j to atom i; `key` scales it by any real `t`
    let d : n → ℝ := Pi.single i 1 - Pi.single j 1
    have hs : d ⬝ᵥ (x + A *ᵥ a) = (x i + (A *ᵥ a) i) - (x j + (A *ᵥ a) j) := by
      simp [d, sub_dotProduct]
      ring
    have hd : ∑ k, d k = 0 := by
      simp [d, Finset.sum_sub_distrib]
    have hc := hnn d
    have key : ∀ t : ℝ,
        0 ≤ t * (d ⬝ᵥ (x + A *ᵥ a)) + t ^ 2 * (d ⬝ᵥ (A *ᵥ d)) / 2 := by
      intro t
      have h1 := h.le (a + t • d) (by
        simp only [Pi.add_apply, Pi.smul_apply, smul_eq_mul, Finset.sum_add_distrib,
          ← Finset.mul_sum]
        rw [hd, h.total, mul_zero, add_zero])
      rw [energy_add x hA.symm, Matrix.mulVec_smul, smul_dotProduct, smul_dotProduct,
        dotProduct_smul] at h1
      simp only [smul_eq_mul] at h1
      linarith
    generalize d ⬝ᵥ (x + A *ᵥ a) = s at hs key
    generalize d ⬝ᵥ (A *ᵥ d) = c at hc key
    have hc1 : c + 1 ≠ 0 := by positivity
    obtain ⟨t, ht⟩ : ∃ t : ℝ, s = -t * (c + 1) :=
      ⟨-s / (c + 1), by field_simp⟩
    have h2 := key t
    rw [ht] at h2
    have h3 : t ^ 2 = 0 := by
      nlinarith [mul_nonneg (sq_nonneg t) hc, sq_nonneg t]
    have h4 : t = 0 := pow_eq_zero_iff (two_ne_zero) |>.mp h3
    rw [h4] at ht
    linarith
  · rintro ⟨hQ, h⟩
    refine ⟨hQ, fun q hq => ?_⟩
    rw [excess_energy hA.symm h (hq.trans hQ.symm)]
    linarith [hnn (q - a)]
```

Existence uses the vectors `u` and `v` of the derivation. Injectivity of A gives surjectivity because the space is finite-dimensional. For uniqueness, a second minimizer `b` would have an excess energy that is both positive and at most zero.

```lean
/-- For a hardness matrix on at least one atom, every total charge has exactly one
energy-minimizing charge distribution. -/
theorem existsUnique_ground [Nonempty n] (x : n → ℝ) {A : Matrix n n ℝ}
    (hA : IsHardness A) (Q : ℝ) : ∃! a, IsGroundCharge x A Q a := by
  have hinj : Function.Injective A.mulVecLin := by
    rw [← LinearMap.ker_eq_bot, LinearMap.ker_eq_bot']
    intro d hd
    by_contra h
    have h1 := hA.pos d h
    have h2 : A *ᵥ d = 0 := hd
    rw [h2, dotProduct_zero] at h1
    exact lt_irrefl _ h1
  have hsurj := LinearMap.injective_iff_surjective.mp hinj
  obtain ⟨u, hu'⟩ := hsurj (fun _ => 1)
  obtain ⟨v, hv'⟩ := hsurj x
  have hu : A *ᵥ u = fun _ => 1 := hu'
  have hv : A *ᵥ v = x := hv'
  have hu0 : u ≠ 0 := by
    intro h
    rw [h, Matrix.mulVec_zero] at hu
    have h1 := congrFun hu (Classical.arbitrary n)
    simp at h1
  have hsu : 0 < ∑ i, u i := by
    have h1 := hA.pos u hu0
    rw [hu] at h1
    simpa [dotProduct] using h1
  -- the common chemical potential is fixed by the total charge
  obtain ⟨a, haQ, hae⟩ : ∃ a : n → ℝ, ∑ i, a i = Q ∧
      ∀ i j, x i + (A *ᵥ a) i = x j + (A *ᵥ a) j := by
    refine ⟨((Q + ∑ i, v i) / ∑ i, u i) • u - v, ?_, fun i j => ?_⟩
    · simp only [Pi.sub_apply, Pi.smul_apply, smul_eq_mul, Finset.sum_sub_distrib,
        ← Finset.mul_sum]
      rw [div_mul_cancel₀ _ hsu.ne']
      ring
    · rw [Matrix.mulVec_sub, Matrix.mulVec_smul, hu, hv]
      simp
  refine ⟨a, (ground_iff_equalized hA).mpr ⟨haQ, hae⟩, fun b hb => ?_⟩
  -- two minimizers differ by a displacement of zero hardness energy
  have h1 := excess_energy hA.symm hae (hb.total.trans haQ.symm)
  have h2 := hb.le a haQ
  by_contra hne
  have h3 := hA.pos (b - a) (sub_ne_zero.mpr hne)
  linarith
```

## The two-sided bound and its consequences

The energy difference at fixed charges is a separate lemma, valid for any two matrices.

```lean
/-- At fixed charges, replacing `A` by `B` changes the energy by `q·(B-A)q/2`. -/
theorem energy_sub (x : n → ℝ) (A B : Matrix n n ℝ) (q : n → ℝ) :
    energy x B q - energy x A q = (q ⬝ᵥ ((B - A) *ᵥ q)) / 2 := by
  simp only [energy, Matrix.sub_mulVec, dotProduct_sub]
  ring
```

The main theorem assumes only that `a` and `b` are minimizers at the same `Q`; neither symmetry nor positive definiteness appears among its hypotheses. After `energy_sub` has rewritten both bounds as energy differences, each `linarith` call uses one trial-charge inequality.

```lean
/-- If `a` and `b` minimize the energies with matrices `A` and `B`, for the same electronegativities
and the same total charge, the change of the minimum lies between the hardness errors evaluated at
`b` and at `a`. -/
theorem hardness_error_bounds {x : n → ℝ} {A B : Matrix n n ℝ} {Q : ℝ} {a b : n → ℝ}
    (ha : IsGroundCharge x A Q a) (hb : IsGroundCharge x B Q b) :
    (b ⬝ᵥ ((B - A) *ᵥ b)) / 2 ≤ energy x B b - energy x A a ∧
      energy x B b - energy x A a ≤ (a ⬝ᵥ ((B - A) *ᵥ a)) / 2 := by
  -- each minimizer serves as a trial charge for the other problem
  rw [← energy_sub x A B b, ← energy_sub x A B a]
  exact ⟨by linarith [ha.le b hb.total], by linarith [hb.le a ha.total]⟩
```

In electronic-structure terms, the theorem turns a hardness error of a pseudopotential into an interval for the charge-transfer error, within a quadratic model whose electronegativities are the same in both descriptions. The model itself is postulated, not derived from a pseudopotential calculation.

The next theorem expresses "overestimated hardness" as the condition `hAB` that B−A has a nonnegative quadratic form. This is not an entrywise comparison: raising A₀₁ alone in a neutral pair lowers η, and so increases the stabilization when the electronegativities differ.

```lean
/-- If `B - A` has a nonnegative quadratic form, the stabilization at the minimum for `B` is at most
that for `A`, for the same electronegativities and the same total charge. -/
theorem stabilization_le {x : n → ℝ} {A B : Matrix n n ℝ} {Q : ℝ} {a b : n → ℝ}
    (ha : IsGroundCharge x A Q a) (hb : IsGroundCharge x B Q b)
    (hAB : ∀ q : n → ℝ, 0 ≤ q ⬝ᵥ ((B - A) *ᵥ q)) :
    stabilization x B b ≤ stabilization x A a := by
  have h := (hardness_error_bounds ha hb).1
  have h0 : energy x B 0 = energy x A 0 := by simp [energy]
  unfold stabilization
  linarith [hAB b]
```

For strict weakening, `hAB` becomes positivity on nonzero charges, `B` is assumed to be a hardness matrix so that the equalization theorem can be applied to it, and `hx` supplies two atoms of different electronegativity. When all electronegativities are equal and Q = 0, no charge flows and both stabilizations vanish. The step `hb0` is the argument that b ≠ 0.

```lean
/-- If `B` is a hardness matrix, `B - A` is positive definite and two atoms differ in
electronegativity, the stabilization at the minimum for `B` is strictly smaller than that for `A`,
for the same electronegativities and the same total charge. -/
theorem stabilization_lt {x : n → ℝ} {A B : Matrix n n ℝ} {Q : ℝ} {a b : n → ℝ}
    (hB : IsHardness B) (ha : IsGroundCharge x A Q a) (hb : IsGroundCharge x B Q b)
    (hAB : ∀ q : n → ℝ, q ≠ 0 → 0 < q ⬝ᵥ ((B - A) *ᵥ q)) {i j : n} (hx : x i ≠ x j) :
    stabilization x B b < stabilization x A a := by
  -- vanishing charges would force equal electronegativities
  have hb0 : b ≠ 0 := by
    intro h
    have h1 := ((ground_iff_equalized hB).mp hb).2 i j
    rw [h, Matrix.mulVec_zero] at h1
    exact hx (by simpa using h1)
  have h := (hardness_error_bounds ha hb).1
  have h0 : energy x B 0 = energy x A 0 := by simp [energy]
  unfold stabilization
  linarith [hAB b hb0]
```

The last theorem is the formula for the neutral pair, with atoms labelled by `Fin 2`. Here `hη` tests positivity on the displacement (1, −1), `h1` expresses neutrality, and `hx` is the equalization equation solved for x₀. Substitution into the energy leaves an algebraic identity for `ring`.

```lean
/-- For a neutral diatomic with a hardness matrix `A`, the stabilization at the minimum is the
squared electronegativity difference over twice `A₀₀ + A₁₁ - 2A₀₁`. -/
theorem diatomic_stabilization {x a : Fin 2 → ℝ} {A : Matrix (Fin 2) (Fin 2) ℝ}
    (hA : IsHardness A) (ha : IsGroundCharge x A 0 a) :
    stabilization x A a = (x 0 - x 1) ^ 2 / (2 * (A 0 0 + A 1 1 - 2 * A 0 1)) := by
  have hs : A 1 0 = A 0 1 := hA.symm.apply 0 1
  have hη : 0 < A 0 0 + A 1 1 - 2 * A 0 1 := by
    have h := hA.pos ![1, -1] (by
      intro h
      have h1 := congrFun h 0
      simp at h1)
    simp [Matrix.mulVec, dotProduct, Fin.sum_univ_two] at h
    linarith
  obtain ⟨ht, he⟩ := (ground_iff_equalized hA).mp ha
  have h1 : a 1 = -a 0 := by
    rw [Fin.sum_univ_two] at ht
    linarith
  have h2 := he 0 1
  simp only [Matrix.mulVec, dotProduct, Fin.sum_univ_two, hs, h1] at h2
  have hx : x 0 = x 1 - (A 0 0 + A 1 1 - 2 * A 0 1) * a 0 := by linarith
  rw [eq_div_iff (by positivity)]
  simp only [stabilization, energy, Matrix.mulVec, dotProduct, Fin.sum_univ_two, hs, h1,
    Pi.zero_apply]
  rw [hx]
  ring

end

end HardnessTransferability
```

```lean
#print axioms HardnessTransferability.hardness_error_bounds
-- 'HardnessTransferability.hardness_error_bounds' depends on axioms: [propext, Classical.choice, Quot.sound]
#print axioms HardnessTransferability.stabilization_le
-- 'HardnessTransferability.stabilization_le' depends on axioms: [propext, Classical.choice, Quot.sound]
#print axioms HardnessTransferability.stabilization_lt
-- 'HardnessTransferability.stabilization_lt' depends on axioms: [propext, Classical.choice, Quot.sound]
#print axioms HardnessTransferability.diatomic_stabilization
-- 'HardnessTransferability.diatomic_stabilization' depends on axioms: [propext, Classical.choice, Quot.sound]
```
